# Matrix elements of t(Gt)^N as sums over all sequences of N + 1 scatterings

On a finite set of sites, let `t` be a site-diagonal scattering matrix and `G` any propagator matrix, with entries in a ring that need not be commutative. The theorem `expansion_all_sequences` states that the (n, m) entry of t(Gt)^N is the sum, over all sequences of N + 1 sites that start at n and end at m, of the ordered product of scatterings and propagations along the sequence. A site may directly follow itself, since the diagonal entries of `G` are not assumed to vanish. The proof is by induction on N, and the step splits off the first scattering and the first propagation.

The first attempt, which Lean rejects:

```lean
import Mathlib

open Matrix

namespace ExpansionAllSequences

variable {ι R : Type*} [Ring R]

/-- The amplitude of a site sequence `s 0, ..., s N`: the ordered product
`t (s 0) * G (s 0) (s 1) * t (s 1) * ... * t (s N)` of scatterings and propagations. -/
def pathWeight {N : ℕ} (t : ι → R) (G : Matrix ι ι R) (s : Fin (N + 1) → ι) : R :=
  t (s 0) * (List.ofFn fun i : Fin N => G (s i.castSucc) (s i.succ) * t (s i.succ)).prod

/-- Putting a site `a` in front of a sequence multiplies its amplitude from the left by the
scattering at `a` and the propagator between `a` and the old first site. -/
theorem pathWeight_cons {N : ℕ} (t : ι → R) (G : Matrix ι ι R) (a : ι)
    (s : Fin (N + 1) → ι) :
    pathWeight t G (Fin.cons a s : Fin (N + 1 + 1) → ι)
      = t a * G a (s 0) * pathWeight t G s := by
  have h : pathWeight t G (Fin.cons a s : Fin (N + 1 + 1) → ι)
      = t a * ((G a (s 0) * t (s 0)) *
        (List.ofFn fun i : Fin N => G (s i.castSucc) (s i.succ) * t (s i.succ)).prod) := by
    unfold pathWeight
    rw [List.ofFn_succ, List.prod_cons]
    rfl
  rw [h]
  simp only [pathWeight, mul_assoc]

variable [Fintype ι]

/-- A sum over site sequences is a sum over the first site and over the remaining sequence. -/
theorem sum_sequences_cons {M : ℕ} (F : (Fin (M + 1) → ι) → R) :
    ∑ s, F s = ∑ a : ι, ∑ s : Fin M → ι, F (Fin.cons a s : Fin (M + 1) → ι) := by
  rw [← Equiv.sum_comp (Fin.consEquiv (fun _ : Fin (M + 1) => ι)) F, Fintype.sum_prod_type]
  rfl

variable [DecidableEq ι]

/-- For any propagator `G`, entry `(n, m)` of `t (G t)^N` is the sum of the amplitudes of all
sequences of `N + 1` sites from `n` to `m`, repeated consecutive sites included. -/
theorem expansion_all_sequences (t : ι → R) (G : Matrix ι ι R) (N : ℕ) : ∀ n m : ι,
    (diagonal t * (G * diagonal t) ^ N) n m
      = ∑ s : Fin (N + 1) → ι,
          if s 0 = n ∧ s (Fin.last N) = m then pathWeight t G s else 0 := by
  induction N with
  | zero =>
    intro n m
    rw [sum_sequences_cons]
    simp [pathWeight, ite_and, Matrix.diagonal_apply]
  | succ N ih =>
    intro n m
    -- split off the first scattering and the first propagation
    have hstep : (diagonal t * (G * diagonal t) ^ (N + 1)) n m
        = ∑ k, t n * G n k * (diagonal t * (G * diagonal t) ^ N) k m := by
      have h : diagonal t * (G * diagonal t) ^ (N + 1)
          = (diagonal t * G) * (diagonal t * (G * diagonal t) ^ N) := by
        rw [pow_succ']
        simp only [mul_assoc]
      rw [h, Matrix.mul_apply]
      simp only [Matrix.diagonal_mul]
    have hlast : ∀ (a : ι) (s : Fin (N + 1) → ι),
        (Fin.cons a s : Fin (N + 1 + 1) → ι) (Fin.last (N + 1)) = s (Fin.last N) :=
      fun a s => Fin.cons_succ (α := fun _ => ι) a s (Fin.last N)
    rw [hstep, sum_sequences_cons]
    simp only [ih, pathWeight_cons, Fin.cons_zero, hlast, Finset.mul_sum]
    -- for a fixed remaining sequence, both sums over a site have a single term
    refine Finset.sum_comm.trans
      ((Finset.sum_congr rfl fun s _ => ?_).trans Finset.sum_comm)
    by_cases h : s (Fin.last N) = m <;> simp [h]

end ExpansionAllSequences
```

Messages:

```
Main.lean:46:9: error: unsolved goals
case zero
ι : Type u_1
R : Type u_2
inst✝² : Ring R
inst✝¹ : Fintype ι
inst✝ : DecidableEq ι
t : ι → R
G : Matrix ι ι R
n m : ι
⊢ t n * 1 n m = if n = m then t n else 0
Main.lean:49:31: warning: This simp argument is unused:
  Matrix.diagonal_apply

Hint: Omit it from the simp argument list.
  [apply] simp [pathWeight, ite_and]

Note: This linter can be disabled with `set_option linter.unusedSimpArgs false`
```

Diagnosis. The error is in the case N = 0, where the power is the identity matrix and the claim is that the (n, m) entry of `diagonal t` is `t n` if n = m and zero otherwise. The attempt gives `simp` the lemma `Matrix.diagonal_apply`, which evaluates an entry of a diagonal matrix and would fit if the product with the identity were first reduced to `diagonal t`. The goal left over shows that `simp` went another way: it expanded the entry of the product into `t n * 1 n m`, the form given by `Matrix.diagonal_mul`. No entry of `diagonal t` is then left to evaluate, so the warning reports `Matrix.diagonal_apply` as unused. What remains is `1 n m`, an entry of the identity matrix, which `simp` was given no lemma to unfold.

The repair replaces the unused lemma with `Matrix.one_apply`, which says that this entry is 1 if n = m and 0 otherwise. Multiplying by `t n` then gives the right-hand side, and `simp` closes the goal.

As a diff, the version that Lean accepts:

```diff
@@ -47,5 +47,5 @@
     intro n m
     rw [sum_sequences_cons]
-    simp [pathWeight, ite_and, Matrix.diagonal_apply]
+    simp [pathWeight, ite_and, Matrix.one_apply]
   | succ N ih =>
     intro n m
```
